# Orthonormality of a state of spin 3/2 and l = 1 and its image under J₋

The state `v` combines three product states of a spin 3/2 and an orbital angular momentum l = 1, with amplitudes 1/√2, -1/√3 and 1/√6 on (m_S, m_l) = (3/2, -1), (1/2, 0) and (-1/2, 1). The theorem `doublet_orthonormal` says that `v` and J₋`v`, where J₋ is the total lowering operator in units of ħ, each have norm one and are orthogonal to each other. In matrix form, the 2 × 2 table of their inner products, written `compress id`, is the identity. The proof puts in the explicit amplitudes of both states and checks the four entries one by one, using `simp`, `ring_nf` and the squares of √2 and √3.

The first attempt, which Lean rejects:

```lean
import Mathlib

open Matrix

namespace QuartetOrbitalDoublet

noncomputable section

/-- The square root of two as a complex number. -/
def s2 : ℂ := ((Real.sqrt 2 : ℝ) : ℂ)

/-- The square root of three as a complex number. -/
def s3 : ℂ := ((Real.sqrt 3 : ℝ) : ℂ)

/-- The square root of six as a complex number. -/
def s6 : ℂ := ((Real.sqrt 6 : ℝ) : ℂ)

/-- Amplitudes on the product states (m_S, m_l), with m_S = 3/2, 1/2, -1/2, -3/2 along the rows
and m_l = 1, 0, -1 along the columns. -/
abbrev State := Matrix (Fin 4) (Fin 3) ℂ

/-- The lowering operator of spin 3/2. -/
def Sm : Matrix (Fin 4) (Fin 4) ℂ := !![0, 0, 0, 0; s3, 0, 0, 0; 0, 2, 0, 0; 0, 0, s3, 0]

/-- The lowering operator of l = 1. -/
def lm : Matrix (Fin 3) (Fin 3) ℂ := !![0, 0, 0; s2, 0, 0; 0, s2, 0]

/-- The action of A ⊗ 1 + 1 ⊗ B, with A on the spin and B on the orbital factor. -/
def act (A : Matrix (Fin 4) (Fin 4) ℂ) (B : Matrix (Fin 3) (Fin 3) ℂ) (ψ : State) : State :=
  Matrix.of fun i j => ∑ m, A i m * ψ m j + ∑ n, B j n * ψ i n

/-- The vector v with amplitudes 1/√2, -1/√3, 1/√6 on (3/2, -1), (1/2, 0), (-1/2, 1). -/
def v : State := !![0, 0, 1/s2; 0, -(1/s3), 0; 1/s6, 0, 0; 0, 0, 0]

/-- The pair of states v and J₋ v. -/
def doublet : Fin 2 → State := ![v, act Sm lm v]

/-- The Hermitian inner product of two states. -/
def braket (φ ψ : State) : ℂ := ∑ i, ∑ j, starRingEnd ℂ (φ i j) * ψ i j

/-- The matrix elements of an operator between v and J₋ v. -/
def compress (T : State → State) : Matrix (Fin 2) (Fin 2) ℂ :=
  Matrix.of fun a b => braket (doublet a) (T (doublet b))

lemma s2_sq : s2 ^ 2 = 2 := by
  unfold s2
  rw [← Complex.ofReal_pow, Real.sq_sqrt (by norm_num)]
  norm_num

lemma s3_sq : s3 ^ 2 = 3 := by
  unfold s3
  rw [← Complex.ofReal_pow, Real.sq_sqrt (by norm_num)]
  norm_num

lemma s2_conj : starRingEnd ℂ s2 = s2 := Complex.conj_ofReal _

lemma s3_conj : starRingEnd ℂ s3 = s3 := Complex.conj_ofReal _

lemma conj_num : starRingEnd ℂ 2 = 2 ∧ starRingEnd ℂ 3 = 3 ∧ starRingEnd ℂ 6 = 6 := by
  refine ⟨?_, ?_, ?_⟩ <;> apply Complex.ext <;> simp

/-- The amplitudes of v with rational denominators. -/
lemma v_eq : v = !![0, 0, s2/2; 0, -(s3/3), 0; s2*s3/6, 0, 0; 0, 0, 0] := by
  have n2 : s2 ≠ 0 := fun h => by simpa [h] using s2_sq
  have n3 : s3 ≠ 0 := fun h => by simpa [h] using s3_sq
  have h6 : s6 = s2 * s3 := by
    unfold s6 s2 s3
    rw [← Complex.ofReal_mul, ← Real.sqrt_mul (by norm_num)]
    norm_num
  have e2 : 1/s2 = s2/2 := by
    rw [div_eq_div_iff n2 (by norm_num)]
    linear_combination -s2_sq
  have e3 : 1/s3 = s3/3 := by
    rw [div_eq_div_iff n3 (by norm_num)]
    linear_combination -s3_sq
  have e6 : 1/s6 = s2*s3/6 := by
    rw [h6, div_eq_div_iff (mul_ne_zero n2 n3) (by norm_num)]
    linear_combination -s3^2 * s2_sq - 2 * s3_sq
  rw [v, e2, e3, e6]

/-- The explicit amplitudes of J₋ v. -/
lemma lower_v : act Sm lm v =
    !![0, 0, 0; 0, 0, s2*s3/6; 0, -(s3/3), 0; s2/2, 0, 0] := by
  rw [v_eq]
  ext i j
  fin_cases i <;> fin_cases j <;>
    simp [act, Sm, lm, Fin.sum_univ_four, Fin.sum_univ_three] <;>
    ring_nf <;> simp only [s2_sq, s3_sq] <;> ring

/-- The states v and J₋ v are orthonormal. -/
theorem doublet_orthonormal : compress id = 1 := by
  simp only [compress, doublet, lower_v]
  rw [v_eq]
  ext i j
  fin_cases i <;> fin_cases j <;>
    simp [braket, Fin.sum_univ_four, Fin.sum_univ_three, s2_conj, s3_conj] <;>
    ring_nf <;> simp only [s2_sq, s3_sq] <;> ring

end

end QuartetOrbitalDoublet
```

The error:

```
Try this:
  [apply] ring_nf
  
  The `ring` tactic failed to close the goal. Use `ring_nf` to obtain a normal form.
    
  Note that `ring` works primarily in *commutative* rings. If you have a noncommutative ring, abelian group or module, consider using `noncomm_ring`, `abel` or `module` instead.
Try this:
  [apply] ring_nf
  
  The `ring` tactic failed to close the goal. Use `ring_nf` to obtain a normal form.
    
  Note that `ring` works primarily in *commutative* rings. If you have a noncommutative ring, abelian group or module, consider using `noncomm_ring`, `abel` or `module` instead.
Main.lean:91:49: error: unsolved goals
case «0».«0»
⊢ ((starRingEnd ℂ) 2)⁻¹ + ((starRingEnd ℂ) 6)⁻¹ + ((starRingEnd ℂ) 3)⁻¹ = 1

case «1».«1»
⊢ ((starRingEnd ℂ) 6)⁻¹ + ((starRingEnd ℂ) 2)⁻¹ + ((starRingEnd ℂ) 3)⁻¹ = 1
```

Diagnosis. The error shows the two diagonal entries, the squared norms, left unproved. Each is the sum 1/2 + 1/3 + 1/6 = 1, but with the denominators still under complex conjugation, as in `((starRingEnd ℂ) 2)⁻¹`. The inner product conjugates the amplitudes of its first state, and `simp` carries that conjugation into the numerators and denominators. The lemmas `s2_conj` and `s3_conj` remove it from the roots, but nothing in the call removed it from 2, 3 and 6. To `ring`, a conjugated numeral is an opaque quantity, so it cannot add up the fractions. The two "Try this" messages report that `ring` failed to close a goal; the `ring_nf` they suggest would not help, since it doesn't evaluate the conjugation either.

The repair adds `conj_num`, already proved in the file, to the `simp` call. It says that 2, 3 and 6 are their own conjugates, so the denominators become ordinary numbers and the arithmetic goes through.

Fix (accepted with no message):

```diff
@@ -94,5 +94,5 @@
   ext i j
   fin_cases i <;> fin_cases j <;>
-    simp [braket, Fin.sum_univ_four, Fin.sum_univ_three, s2_conj, s3_conj] <;>
+    simp [braket, Fin.sum_univ_four, Fin.sum_univ_three, s2_conj, s3_conj, conj_num] <;>
     ring_nf <;> simp only [s2_sq, s3_sq] <;> ring
 
```
